# Density 1/2 on every site of a bipartite hopping model under symmetric smearing at zero chemical potential

## Two sites

Take one orbital on each of sites 0 and 1, no on-site energies, and a real hopping element $t$ between them. The orbitals $(1,1)/\sqrt2$ and $(1,-1)/\sqrt2$ have energies $t$ and $-t$. If an orbital of energy $x$ has occupation $f(x)$, each site has density
$$\tfrac12 f(t)+\tfrac12 f(-t).$$
This is $1/2$ whenever
$$f(x)+f(-x)=1\quad\text{for all real }x.$$
Energies are measured from the chemical potential, and the condition says that a level at $x$ is as full as a level at $-x$ is empty. The Fermi function satisfies it, as does a step with $f(0)=1/2$.

## Sublattice signs in larger systems

Let $H$ be a real symmetric matrix and $S=\mathrm{diag}(s_i)$ with $s_i=\pm1$ and $SHS=-H$. Hopping then only joins sites of opposite sign, and on-site energies vanish. Write $HU=U\,\mathrm{diag}(\varepsilon)$ with $U^TU=1$, and let $D=f(H)=U\,\mathrm{diag}(f(\varepsilon))\,U^T$ be the density matrix.

**Intertwining.** Suppose $HX=XK$, where $K$ has eigenbasis $V$ and energies $\eta$. For $M=U^TXV$ this gives $\varepsilon_iM_{ij}=M_{ij}\eta_j$. Either $M_{ij}=0$ or $\varepsilon_i=\eta_j$, so $f(\varepsilon_i)M_{ij}=M_{ij}f(\eta_j)$. Multiplying by $U$ on the left and $V^T$ on the right gives $f(H)X=Xf(K)$.

**Particles and holes.** The orbitals of $H$ also diagonalise $-H$, with energies $-\varepsilon_k$. By the smearing condition, $f(-x)=1-f(x)$, so
$$f(-H)=U\,\mathrm{diag}(1-f(\varepsilon))\,U^T=1-D.$$
Since $S^2=1$, we have $HS=S(-H)$, and intertwining gives $DS=S(1-D)$. In components,
$$D_{ij}s_j=s_i(\delta_{ij}-D_{ij}).$$
For $i=j$ this is $D_{ii}=1/2$. For $i\ne j$ with $s_i=s_j$ it is $D_{ij}=0$.

**Open chain.** Let a chain have hopping between nearest neighbours only and no on-site energies, measured from the chemical potential. With $s_i=(-1)^i$, every bond joins opposite signs, whatever its hopping, so $SHS=-H$. The density is therefore flat up to the edges, with no Friedel oscillation. In a non-interacting tight-binding calculation of this kind, changing the width of a symmetric smearing leaves the site densities unchanged.

## A symmetric spectrum is not enough

Take two uncoupled sites with energies $1$ and $-1$, and the step with $f(0)=1/2$. The spectrum is symmetric and the system is half filled, but the densities are $0$ and $1$. Symmetry of the spectrum cannot replace $SHS=-H$.

## The statement in Lean

`IsEigenbasis H U ε` says that the columns of `U` are orthonormal real orbitals with energies `ε`, and `densityMatrix f U ε` is $D$. In `density_eq_half`, `hs` makes `diagonal s` a matrix of signs, `hS` is $SHS=-H$, and `hf` is the smearing condition. Nothing requires `f` to be continuous, monotone or between 0 and 1.

`openChain N t` numbers its sites from 0 and puts hopping `t i` between `i` and `i + 1`. `dimer_density_iff` adds a converse: density $1/2$ on site 0 for every two-site hopping forces the smearing condition.

The model is a finite lattice with real hopping, one spin species and no interactions, not the continuum electron gas.

```lean
import Mathlib

open Matrix

namespace HalfFillingSmearing

variable {n : Type*} [Fintype n] [DecidableEq n]

/-- The columns of `U` are orthonormal real orbitals, and column `k` is an eigenvector of
the Hamiltonian `H` with energy `ε k`. -/
structure IsEigenbasis (H U : Matrix n n ℝ) (ε : n → ℝ) : Prop where
  orthonormal : Uᵀ * U = 1
  eigen : H * U = U * diagonal ε

/-- The one-particle density matrix, equal to `f(H)` when `U` and `ε` are an eigenbasis of `H` and
its energies: each orbital `k` is filled with occupation `f (ε k)`. Its diagonal entries are the
site densities. -/
def densityMatrix (f : ℝ → ℝ) (U : Matrix n n ℝ) (ε : n → ℝ) : Matrix n n ℝ :=
  U * diagonal (fun k => f (ε k)) * Uᵀ

/-- Every real symmetric Hamiltonian has an orthonormal eigenbasis. -/
theorem exists_eigenbasis {H : Matrix n n ℝ} (hH : H.IsSymm) :
    ∃ U ε, IsEigenbasis H U ε := by
  have hA : H.IsHermitian := Matrix.IsHermitian.ext (fun i j => by simpa using hH.apply i j)
  refine ⟨(hA.eigenvectorUnitary : Matrix n n ℝ), hA.eigenvalues, ?_, ?_⟩
  · have h := Matrix.mem_unitaryGroup_iff'.mp hA.eigenvectorUnitary.2
    rwa [Matrix.star_eq_conjTranspose, Matrix.conjTranspose_eq_transpose_of_trivial] at h
  · ext i j
    have h := congrFun (hA.mulVec_eigenvectorBasis j) i
    rw [Matrix.mul_diagonal]
    simpa [Matrix.mul_apply, Matrix.mulVec, dotProduct, mul_comm] using h

/-- If `X` intertwines two Hamiltonians, `H X = X K`, then it intertwines their density
matrices, `f(H) X = X f(K)`, for any occupation function `f`. -/
theorem densityMatrix_intertwine {H K X U V : Matrix n n ℝ} {ε η : n → ℝ} (f : ℝ → ℝ)
    (hU : IsEigenbasis H U ε) (hV : IsEigenbasis K V η) (hX : H * X = X * K) :
    densityMatrix f U ε * X = X * densityMatrix f V η := by
  have hUU : U * Uᵀ = 1 := mul_eq_one_comm.mp hU.orthonormal
  have hVV : V * Vᵀ = 1 := mul_eq_one_comm.mp hV.orthonormal
  have hleft : Uᵀ * H = diagonal ε * Uᵀ := by
    calc Uᵀ * H = Uᵀ * (H * U) * Uᵀ := by
          simp only [Matrix.mul_assoc, hUU, Matrix.mul_one]
      _ = (Uᵀ * U) * (diagonal ε * Uᵀ) := by
          rw [hU.eigen]; simp only [Matrix.mul_assoc]
      _ = diagonal ε * Uᵀ := by rw [hU.orthonormal, Matrix.one_mul]
  -- X written between the two eigenbases joins only equal energies
  have hM : diagonal ε * (Uᵀ * X * V) = (Uᵀ * X * V) * diagonal η := by
    calc diagonal ε * (Uᵀ * X * V) = (diagonal ε * Uᵀ) * X * V := by
          simp only [Matrix.mul_assoc]
      _ = Uᵀ * (H * X) * V := by rw [← hleft]; simp only [Matrix.mul_assoc]
      _ = Uᵀ * X * (K * V) := by rw [hX]; simp only [Matrix.mul_assoc]
      _ = (Uᵀ * X * V) * diagonal η := by rw [hV.eigen]; simp only [Matrix.mul_assoc]
  have hF : diagonal (fun k => f (ε k)) * (Uᵀ * X * V)
      = (Uᵀ * X * V) * diagonal (fun k => f (η k)) := by
    generalize Uᵀ * X * V = M at hM ⊢
    ext i j
    have h := congrFun (congrFun hM i) j
    rw [Matrix.diagonal_mul, Matrix.mul_diagonal] at h ⊢
    by_cases h0 : M i j = 0
    · simp [h0]
    · have he : ε i = η j := mul_right_cancel₀ h0 (h.trans (mul_comm _ _))
      rw [he, mul_comm]
  unfold densityMatrix
  calc U * diagonal (fun k => f (ε k)) * Uᵀ * X
      = U * (diagonal (fun k => f (ε k)) * (Uᵀ * X * V)) * Vᵀ := by
        simp only [Matrix.mul_assoc, hVV, Matrix.mul_one]
    _ = (U * Uᵀ) * (X * (V * diagonal (fun k => f (η k)) * Vᵀ)) := by
        rw [hF]; simp only [Matrix.mul_assoc]
    _ = X * (V * diagonal (fun k => f (η k)) * Vᵀ) := by rw [hUU, Matrix.one_mul]

/-- The density matrix `f(H)` does not depend on the eigenbasis chosen for `H`. -/
theorem densityMatrix_unique {H U V : Matrix n n ℝ} {ε η : n → ℝ} (f : ℝ → ℝ)
    (hU : IsEigenbasis H U ε) (hV : IsEigenbasis H V η) :
    densityMatrix f U ε = densityMatrix f V η := by
  simpa using densityMatrix_intertwine f hU hV (X := 1) (by simp)

/-- For a sublattice sign `S` with `S H S = -H` and a smearing with `f(x) + f(-x) = 1`,
moving `S` through the density matrix exchanges particles and holes:
`f(H) S = S (1 - f(H))`. -/
theorem particle_hole_exchange {H U : Matrix n n ℝ} {ε s : n → ℝ} {f : ℝ → ℝ}
    (hU : IsEigenbasis H U ε) (hs : ∀ i, s i = 1 ∨ s i = -1)
    (hS : diagonal s * H * diagonal s = -H) (hf : ∀ x, f x + f (-x) = 1) :
    densityMatrix f U ε * diagonal s = diagonal s * (1 - densityMatrix f U ε) := by
  have hss : diagonal s * diagonal s = (1 : Matrix n n ℝ) := by
    rw [Matrix.diagonal_mul_diagonal, ← Matrix.diagonal_one]
    congr 1
    funext i
    rcases hs i with h | h <;> simp [h]
  have hX : H * diagonal s = diagonal s * (-H) := by
    rw [← hS]
    simp only [← Matrix.mul_assoc, hss, Matrix.one_mul]
  -- the same orbitals diagonalise -H, with reversed energies
  have hneg : IsEigenbasis (-H) U (fun k => -ε k) := by
    refine ⟨hU.orthonormal, ?_⟩
    rw [Matrix.neg_mul, hU.eigen]
    ext i j
    simp [Matrix.mul_diagonal]
  have hD : diagonal (fun k => f (-ε k)) = 1 - diagonal (fun k => f (ε k)) := by
    ext i j
    by_cases hij : i = j
    · subst hij
      simp only [Matrix.sub_apply, Matrix.diagonal_apply_eq, Matrix.one_apply_eq]
      linarith [hf (ε i)]
    · simp [hij]
  have hP : densityMatrix f U (fun k => -ε k) = 1 - densityMatrix f U ε := by
    unfold densityMatrix
    rw [hD, Matrix.mul_sub, Matrix.sub_mul, Matrix.mul_one,
      mul_eq_one_comm.mp hU.orthonormal]
  rw [densityMatrix_intertwine f hU hneg hX, hP]

/-- If `S H S = -H` for a diagonal matrix `S` of signs, every smearing with
`f(x) + f(-x) = 1` gives density `1/2` on every site. -/
theorem density_eq_half {H U : Matrix n n ℝ} {ε s : n → ℝ} {f : ℝ → ℝ}
    (hU : IsEigenbasis H U ε) (hs : ∀ i, s i = 1 ∨ s i = -1)
    (hS : diagonal s * H * diagonal s = -H) (hf : ∀ x, f x + f (-x) = 1) (i : n) :
    densityMatrix f U ε i i = 1 / 2 := by
  have h := congrFun (congrFun (particle_hole_exchange hU hs hS hf) i) i
  rw [Matrix.mul_diagonal, Matrix.diagonal_mul, Matrix.sub_apply, Matrix.one_apply_eq] at h
  rcases hs i with h1 | h1 <;> rw [h1] at h <;> linarith

/-- If `S H S = -H` for a diagonal matrix `S` of signs and `f(x) + f(-x) = 1` for all real `x`, the
density matrix has no element between two different sites of the same sublattice. -/
theorem same_sublattice_coherence_zero {H U : Matrix n n ℝ} {ε s : n → ℝ} {f : ℝ → ℝ}
    (hU : IsEigenbasis H U ε) (hs : ∀ i, s i = 1 ∨ s i = -1)
    (hS : diagonal s * H * diagonal s = -H) (hf : ∀ x, f x + f (-x) = 1)
    {i j : n} (hij : i ≠ j) (hsub : s i = s j) : densityMatrix f U ε i j = 0 := by
  have h := congrFun (congrFun (particle_hole_exchange hU hs hS hf) i) j
  rw [Matrix.mul_diagonal, Matrix.diagonal_mul, Matrix.sub_apply, Matrix.one_apply_ne hij,
    hsub] at h
  rcases hs j with h1 | h1 <;> rw [h1] at h <;> linarith

/-- An open chain of `N` sites without on-site energies, with hopping `t i` on the bond
between sites `i` and `i + 1`. -/
def openChain (N : ℕ) (t : ℕ → ℝ) : Matrix (Fin N) (Fin N) ℝ :=
  Matrix.of fun i j =>
    if (i : ℕ) + 1 = j then t i else if (j : ℕ) + 1 = i then t j else 0

/-- The open chain with arbitrary hoppings changes sign under the alternating sublattice
sign `(-1)^i`. -/
theorem openChain_witness (N : ℕ) (t : ℕ → ℝ) :
    diagonal (fun i : Fin N => (-1 : ℝ) ^ (i : ℕ)) * openChain N t *
      diagonal (fun i : Fin N => (-1 : ℝ) ^ (i : ℕ)) = -openChain N t := by
  have hsq : ∀ k : ℕ, (-1 : ℝ) ^ k * (-1) ^ k = 1 := fun k => by
    rw [← mul_pow]; norm_num
  ext i j
  rw [Matrix.mul_diagonal, Matrix.diagonal_mul, Matrix.neg_apply]
  simp only [openChain, Matrix.of_apply]
  split_ifs with h1 h2
  · rw [← h1, pow_succ]
    linear_combination (-t i) * hsq i
  · rw [← h2, pow_succ]
    linear_combination (-t j) * hsq j
  · simp

/-- In an open chain without on-site energies, whatever its nearest-neighbour hoppings, every
smearing with `f(x) + f(-x) = 1` gives density `1/2` on every site, including the edges. -/
theorem openChain_density {N : ℕ} {t : ℕ → ℝ} {U : Matrix (Fin N) (Fin N) ℝ}
    {ε : Fin N → ℝ} {f : ℝ → ℝ} (hU : IsEigenbasis (openChain N t) U ε)
    (hf : ∀ x, f x + f (-x) = 1) (i : Fin N) : densityMatrix f U ε i i = 1 / 2 :=
  density_eq_half hU (fun k => neg_one_pow_eq_or ℝ (k : ℕ)) (openChain_witness N t) hf i

/-- A smearing `f` gives density `1/2` on the first site of the two-site molecule for every
hopping `t` if and only if `f(x) + f(-x) = 1` for all real `x`. -/
theorem dimer_density_iff (f : ℝ → ℝ) :
    (∀ (t : ℝ) (U : Matrix (Fin 2) (Fin 2) ℝ) (ε : Fin 2 → ℝ),
      IsEigenbasis !![0, t; t, 0] U ε → densityMatrix f U ε 0 0 = 1 / 2) ↔
    ∀ x, f x + f (-x) = 1 := by
  constructor
  · intro h x
    obtain ⟨c, hc⟩ : ∃ c : ℝ, c * c = 1 / 2 :=
      ⟨Real.sqrt (1 / 2), Real.mul_self_sqrt (by norm_num)⟩
    -- the even and odd orbitals, with energies x and -x
    have hU : IsEigenbasis !![0, x; x, 0] !![c, c; c, -c] ![x, -x] := by
      constructor
      · ext i j
        fin_cases i <;> fin_cases j <;>
          simp [Matrix.mul_apply, Fin.sum_univ_two] <;> linarith
      · ext i j
        rw [Matrix.mul_diagonal]
        fin_cases i <;> fin_cases j <;>
          simp [Matrix.mul_apply, Fin.sum_univ_two] <;> ring
    have h2 := h x _ _ hU
    unfold densityMatrix at h2
    rw [Matrix.mul_apply, Fin.sum_univ_two, Matrix.mul_diagonal, Matrix.mul_diagonal] at h2
    simp at h2
    linear_combination 2 * h2 - 2 * (f x + f (-x)) * hc
  · intro hf t U ε hU
    refine density_eq_half (s := ![1, -1]) hU ?_ ?_ hf 0
    · intro i
      fin_cases i <;> simp
    · ext i j
      rw [Matrix.mul_diagonal, Matrix.diagonal_mul]
      fin_cases i <;> fin_cases j <;> simp

end HalfFillingSmearing
```

```lean
#print axioms HalfFillingSmearing.densityMatrix_unique
#print axioms HalfFillingSmearing.same_sublattice_coherence_zero
#print axioms HalfFillingSmearing.openChain_density
#print axioms HalfFillingSmearing.dimer_density_iff
```

```
'HalfFillingSmearing.densityMatrix_unique' depends on axioms: [propext, Classical.choice, Quot.sound]
'HalfFillingSmearing.same_sublattice_coherence_zero' depends on axioms: [propext, Classical.choice, Quot.sound]
'HalfFillingSmearing.openChain_density' depends on axioms: [propext, Classical.choice, Quot.sound]
'HalfFillingSmearing.dimer_density_iff' depends on axioms: [propext, Classical.choice, Quot.sound]
```

## From eigenbases to densities

`exists_eigenbasis` takes an eigenbasis from Mathlib's spectral theorem. In `densityMatrix_intertwine`, `hM` is the relation $\varepsilon_iM_{ij}=M_{ij}\eta_j$; `hF` replaces energies by occupations, splitting on whether `M i j = 0`; and the last `calc` returns to the site basis. Setting `X := 1` gives `densityMatrix_unique`: $f(H)$ does not depend on the eigenbasis, even with degenerate levels.

`particle_hole_exchange` assembles $HS=S(-H)$ (`hX`), the reversed energies (`hneg`) and $f(-H)=1-D$ (`hP`). `density_eq_half` and `same_sublattice_coherence_zero` read off its diagonal and off-diagonal entries, and `linarith` solves the resulting equation for each sign.

`openChain_witness` checks the sign change bond by bond, and `openChain_density` applies the general result. For the converse in `dimer_density_iff`, the hopping is set to `x` and the orbitals of the opening example are inserted, with `c` standing for $1/\sqrt2$. The other direction is `density_eq_half` with signs `![1, -1]`.
